# With one basis for both radial components, the Dirac–Coulomb matrix has the same real energy roots at κ and −κ

Expand the large component $P$ and the small component $Q$ of a radial Dirac orbital in the same $n$ real functions. Let $S$, $R$ and $D$ be the $n\times n$ matrices of the overlap, $1/r$ and $d/dr$. For nuclear charge $Z$ and speed of light $c$, in atomic units, set

$$H(\kappa)=\begin{pmatrix} c^2S-ZR & c(\kappa R-D)\\ c(\kappa R+D) & -c^2S-ZR\end{pmatrix}.$$

Then, for every real energy $E$,

$$\det\big(H(\kappa)-E\,\mathrm{diag}(S,S)\big)=\det\big(H(-\kappa)-E\,\mathrm{diag}(S,S)\big).$$

The energy $E$ includes the rest energy $c^2$. The quantum number $\kappa$ is $-1$ for $s_{1/2}$ and $+1$ for $p_{1/2}$.

## The 1s energy in a p₁/₂ calculation

The exact point-nucleus spectrum has a 1s level at $\kappa=-1$ and no level at that energy for $\kappa=+1$. A one-electron point-nucleus code that takes its energies from $H(\kappa)$ as written above, with the same finite basis for both signs of $\kappa$, nevertheless finds its approximate 1s root again at $\kappa=+1$. If it labels $p_{1/2}$ states by counting upwards from the lowest electron-like root, it takes this spurious root for $2p_{1/2}$.

Comparing the spectra at $\pm\kappa$ also gives a check on matrix assembly. The check is blind to a reversed sign of $D$ in both blocks, because the identity holds for any $D$.

## Mixing the components to reverse κ

Write $a=c^2-E$ and $b=c^2+E$. The secular matrix is

$$A(\kappa)=\begin{pmatrix} aS-ZR & c(\kappa R-D)\\ c(\kappa R+D) & -bS-ZR\end{pmatrix}.$$

Take two matrices whose blocks are multiples of the $n\times n$ identity:

$$T=\begin{pmatrix} Zc & -\kappa b\\ -\kappa a & Zc\end{pmatrix},\qquad L=\begin{pmatrix} Zc & \kappa a\\ \kappa b & Zc\end{pmatrix}.$$

They satisfy $A(-\kappa)\,T=L\,A(\kappa)$. Multiplying out either side gives the same four blocks:

- upper left: $Zca\,S+c(\kappa^2a-Z^2)R+c\kappa a\,D$
- upper right: $-\kappa ab\,S+\kappa ZE\,R-Zc^2D$
- lower left: $\kappa ab\,S-\kappa ZE\,R+Zc^2D$
- lower right: $-Zcb\,S+c(\kappa^2b-Z^2)R-c\kappa b\,D$

Let $G=\mathrm{diag}(1,-1)$ reverse the sign of the small component. Then $GLG=T^{\mathsf T}$ and $G^2=1$, so $\det L=\det T$. Taking determinants of the intertwining relation gives

$$\det A(-\kappa)\,\det T=\det T\,\det A(\kappa).$$

To cancel $\det T$, multiply $T$ by the same matrix with its off-diagonal signs reversed. The product is $\Delta(E)$ times the identity, where

$$\Delta(E)=(Zc)^2-\kappa^2(c^4-E^2).$$

Hence $\det T\neq0$ whenever $\Delta(E)\neq0$. For $\kappa\neq0$, $\Delta$ vanishes only where $E^2=c^4-(Zc/\kappa)^2$, which holds for at most two real energies. Both secular determinants are continuous in $E$, so their equality extends to those energies. For $\kappa=0$ there is nothing to prove.

The mixing also gives the partner state. If $A(\kappa)v=0$, then $A(-\kappa)Tv=LA(\kappa)v=0$, and $Tv\neq0$ if $v\neq0$ and $\Delta(E)\neq0$.

### Two basis functions in numbers

Take $c=Z=1$, chosen for easy arithmetic and not to represent an atom, with $S=1$, $R=\mathrm{diag}(1,2)$ and $D=\begin{pmatrix}0&1\\-1&0\end{pmatrix}$. The diagonal of $A(\kappa)$ is $-E,\,-1-E,\,-2-E,\,-3-E$. The upper-right block is

$$M=\begin{pmatrix}\kappa&-1\\1&2\kappa\end{pmatrix},$$

and the lower-left block is $M^{\mathsf T}$. In the expansion of the determinant, the entries of $M$ occur only through their squares and through $(\det M)^2=(2\kappa^2+1)^2$. For $\kappa=+1$ and $\kappa=-1$ alike,

$$\begin{aligned}\det A={}&E(E+1)(E+2)(E+3)-(E+1)(E+3)-(E+1)(E+2)\\&-E(E+3)-4E(E+2)+9\\={}&(E^2+2E-2)(E^2+4E-2).\end{aligned}$$

Both problems have the roots $-1\pm\sqrt3$ and $-2\pm\sqrt6$.

## The Lean file

```lean
import Mathlib

open Matrix

namespace DiracSpuriousRoot

noncomputable section

variable {n : Type*} [Fintype n] [DecidableEq n]

/-- The radial Dirac-Coulomb matrix for a basis shared by the large and the small component,
with `S` the overlap, `R` the matrix of `1/r` and `D` the matrix of `d/dr`. -/
def diracMatrix (c Z κ : ℝ) (S R D : Matrix n n ℝ) : Matrix (n ⊕ n) (n ⊕ n) ℝ :=
  fromBlocks (c ^ 2 • S - Z • R) (c • (κ • R - D)) (c • (κ • R + D)) (-(c ^ 2 • S) - Z • R)

/-- The two-component overlap matrix `diag(S, S)`. -/
def metric (S : Matrix n n ℝ) : Matrix (n ⊕ n) (n ⊕ n) ℝ := fromBlocks S 0 0 S

/-- The secular matrix `H(κ) - E diag(S, S)`. -/
def secular (c Z κ : ℝ) (S R D : Matrix n n ℝ) (E : ℝ) : Matrix (n ⊕ n) (n ⊕ n) ℝ :=
  diracMatrix c Z κ S R D - E • metric S

/-- A mixing of the large and small components with the same scalar coefficients for every
basis function. -/
def mix (n : Type*) [DecidableEq n] (x y z : ℝ) : Matrix (n ⊕ n) (n ⊕ n) ℝ :=
  fromBlocks (x • 1) (y • 1) (z • 1) (x • 1)

/-- The mixing `P' = Zc P - κ(c² + E) Q`, `Q' = -κ(c² - E) P + Zc Q`. -/
def partnerMap (n : Type*) [DecidableEq n] (c Z κ E : ℝ) : Matrix (n ⊕ n) (n ⊕ n) ℝ :=
  mix n (Z * c) (-(κ * (c ^ 2 + E))) (-(κ * (c ^ 2 - E)))

omit [Fintype n] [DecidableEq n] in
/-- The secular matrix written out in blocks. -/
theorem secular_eq (c Z κ : ℝ) (S R D : Matrix n n ℝ) (E : ℝ) :
    secular c Z κ S R D E =
      fromBlocks ((c ^ 2 - E) • S - Z • R) (c • (κ • R - D))
        (c • (κ • R + D)) (-(c ^ 2 + E) • S - Z • R) := by
  ext i j
  rcases i with i | i <;> rcases j with j | j <;>
    simp only [secular, diracMatrix, metric, Matrix.sub_apply, Matrix.smul_apply,
      Matrix.add_apply, Matrix.neg_apply, Matrix.zero_apply, fromBlocks_apply₁₁,
      fromBlocks_apply₁₂, fromBlocks_apply₂₁, fromBlocks_apply₂₂, smul_eq_mul] <;>
    ring

/-- The secular matrix of `-κ` times the partner mixing equals a second mixing times the secular
matrix of `κ`. -/
theorem secular_intertwine (c Z κ : ℝ) (S R D : Matrix n n ℝ) (E : ℝ) :
    secular c Z (-κ) S R D E * partnerMap n c Z κ E =
      mix n (Z * c) (κ * (c ^ 2 - E)) (κ * (c ^ 2 + E)) * secular c Z κ S R D E := by
  rw [secular_eq, secular_eq, partnerMap, mix, mix, fromBlocks_multiply, fromBlocks_multiply]
  simp only [Matrix.mul_smul, Matrix.smul_mul, Matrix.mul_one, Matrix.one_mul]
  congr 1 <;> module

/-- Exchanging the two off-diagonal coefficients of a mixing and reversing their signs leaves
its determinant unchanged. -/
theorem det_mix_flip (x y z : ℝ) : (mix n x (-z) (-y)).det = (mix n x y z).det := by
  -- `G` reverses the sign of the small component
  let G : Matrix (n ⊕ n) (n ⊕ n) ℝ := fromBlocks 1 0 0 (-1)
  have hG : G * G = 1 := by simp [G, fromBlocks_multiply]
  have h : G * mix n x (-z) (-y) * G = (mix n x y z)ᵀ := by
    simp [G, mix, fromBlocks_multiply, fromBlocks_transpose]
  have h1 := congrArg Matrix.det h
  have h2 := congrArg Matrix.det hG
  rw [det_mul, det_mul, det_transpose] at h1
  rw [det_mul, det_one] at h2
  linear_combination h1 - (mix n x (-z) (-y)).det * h2

/-- The partner mixing is non-singular whenever `(Zc)² - κ²(c⁴ - E²)` is nonzero. -/
theorem det_partnerMap_ne_zero (c Z κ E : ℝ)
    (h : (Z * c) ^ 2 - κ ^ 2 * (c ^ 4 - E ^ 2) ≠ 0) : (partnerMap n c Z κ E).det ≠ 0 := by
  -- the mixing with reversed off-diagonal signs is the inverse up to a factor
  have hm : partnerMap n c Z κ E * mix n (Z * c) (κ * (c ^ 2 + E)) (κ * (c ^ 2 - E)) =
      ((Z * c) ^ 2 - κ ^ 2 * (c ^ 4 - E ^ 2)) • (1 : Matrix (n ⊕ n) (n ⊕ n) ℝ) := by
    rw [← fromBlocks_one, partnerMap, mix, mix, fromBlocks_multiply, fromBlocks_smul]
    simp only [Matrix.mul_smul, Matrix.mul_one]
    congr 1 <;> module
  intro h0
  have hd := congrArg Matrix.det hm
  rw [det_mul, h0, zero_mul, det_smul, det_one, mul_one] at hd
  exact pow_ne_zero _ h hd.symm

/-- For `κ ≠ 0` the factor `(Zc)² - κ²(c⁴ - E²)` vanishes exactly at the energies with
`E² = c⁴ - (Zc/κ)²`. -/
theorem exceptional_energy (c Z κ E : ℝ) (hκ : κ ≠ 0) :
    (Z * c) ^ 2 - κ ^ 2 * (c ^ 4 - E ^ 2) = 0 ↔ E ^ 2 = c ^ 4 - (Z * c / κ) ^ 2 := by
  have hq : κ ^ 2 * (Z * c / κ) ^ 2 = (Z * c) ^ 2 := by
    rw [← mul_pow, mul_div_cancel₀ _ hκ]
  constructor
  · intro h
    apply mul_left_cancel₀ (pow_ne_zero 2 hκ)
    linear_combination h + hq
  · intro h
    linear_combination κ ^ 2 * h - hq

/-- In a basis shared by both components, the secular determinants of `κ` and `-κ` agree at
every energy, for any number of basis functions. -/
theorem secular_det_neg_kappa (c Z κ : ℝ) (S R D : Matrix n n ℝ) (E : ℝ) :
    (secular c Z κ S R D E).det = (secular c Z (-κ) S R D E).det := by
  by_cases hκ : κ = 0
  · rw [hκ, neg_zero]
  -- the exceptional energies are at most two
  have hfin : {e : ℝ | (Z * c) ^ 2 - κ ^ 2 * (c ^ 4 - e ^ 2) = 0}.Finite := by
    refine (Set.toFinite {√(c ^ 4 - (Z * c / κ) ^ 2), -√(c ^ 4 - (Z * c / κ) ^ 2)}).subset ?_
    intro e he
    have h := (exceptional_energy c Z κ e hκ).1 he
    rw [← h, Real.sqrt_sq_eq_abs]
    rcases abs_choice e with h' | h' <;> simp [h']
  have hdense := hfin.countable.dense_compl ℝ
  have hcont : ∀ k : ℝ, Continuous fun e => (secular c Z k S R D e).det := fun k =>
    (continuous_const.sub (continuous_id.smul continuous_const)).matrix_det
  -- elsewhere the mixing can be cancelled; continuity in the energy does the rest
  refine congrFun (Continuous.ext_on hdense (hcont κ) (hcont (-κ)) ?_) E
  intro e he
  have hI := congrArg Matrix.det (secular_intertwine c Z κ S R D e)
  have hf := det_mix_flip (n := n) (Z * c) (-(κ * (c ^ 2 + e))) (-(κ * (c ^ 2 - e)))
  simp only [neg_neg] at hf
  rw [det_mul, det_mul, hf] at hI
  change _ = (partnerMap n c Z κ e).det * _ at hI
  apply mul_right_cancel₀ (det_partnerMap_ne_zero (n := n) c Z κ e he)
  linear_combination -hI

omit [DecidableEq n] in
/-- The generalised eigenvalue equation says that the secular matrix annihilates the vector. -/
theorem secular_mulVec_eq_zero (c Z κ : ℝ) (S R D : Matrix n n ℝ) (E : ℝ) (v : n ⊕ n → ℝ) :
    secular c Z κ S R D E *ᵥ v = 0 ↔ diracMatrix c Z κ S R D *ᵥ v = E • (metric S *ᵥ v) := by
  rw [secular, Matrix.sub_mulVec, Matrix.smul_mulVec, sub_eq_zero]

/-- The matrix problem for `κ` has a nonzero solution at energy `E` exactly when the problem
for `-κ` has one. -/
theorem spurious_root (c Z κ : ℝ) (S R D : Matrix n n ℝ) (E : ℝ) :
    (∃ v ≠ 0, diracMatrix c Z κ S R D *ᵥ v = E • (metric S *ᵥ v)) ↔
      ∃ w ≠ 0, diracMatrix c Z (-κ) S R D *ᵥ w = E • (metric S *ᵥ w) := by
  simp only [← secular_mulVec_eq_zero]
  rw [Matrix.exists_mulVec_eq_zero_iff, Matrix.exists_mulVec_eq_zero_iff,
    secular_det_neg_kappa]

/-- When `(Zc)² - κ²(c⁴ - E²)` is nonzero, the partner mixing turns a nonzero solution for `κ`
into a nonzero solution for `-κ` at the same energy. -/
theorem spurious_partner (c Z κ : ℝ) (S R D : Matrix n n ℝ) (E : ℝ) (v : n ⊕ n → ℝ)
    (hE : (Z * c) ^ 2 - κ ^ 2 * (c ^ 4 - E ^ 2) ≠ 0) (hv : v ≠ 0)
    (h : diracMatrix c Z κ S R D *ᵥ v = E • (metric S *ᵥ v)) :
    partnerMap n c Z κ E *ᵥ v ≠ 0 ∧
      diracMatrix c Z (-κ) S R D *ᵥ (partnerMap n c Z κ E *ᵥ v) =
        E • (metric S *ᵥ (partnerMap n c Z κ E *ᵥ v)) := by
  constructor
  · intro h0
    exact hv (Matrix.eq_zero_of_mulVec_eq_zero (det_partnerMap_ne_zero c Z κ E hE) h0)
  · rw [← secular_mulVec_eq_zero] at h ⊢
    rw [Matrix.mulVec_mulVec, secular_intertwine, ← Matrix.mulVec_mulVec, h,
      Matrix.mulVec_zero]

end

end DiracSpuriousRoot
```

```lean
#print axioms DiracSpuriousRoot.spurious_root
#print axioms DiracSpuriousRoot.spurious_partner
```

```
'DiracSpuriousRoot.spurious_root' depends on axioms: [propext, Classical.choice, Quot.sound]
'DiracSpuriousRoot.spurious_partner' depends on axioms: [propext, Classical.choice, Quot.sound]
```

## From the block algebra to the theorems

`diracMatrix` is $H(\kappa)$, `metric S` is $\mathrm{diag}(S,S)$ and `secular` is $A(\kappa)$. The index type `n ⊕ n` lists the large-component coefficients first and the small-component coefficients second. `partnerMap` is $T$, and the general `mix` also supplies $L$.

`secular_eq` collects the terms in $E$. `secular_intertwine` multiplies the blocks, and `module` checks the four identities listed above. `det_mix_flip` is the argument with $G$, and `det_partnerMap_ne_zero` uses the product with reversed signs. `exceptional_energy` solves $\Delta(E)=0$ for $E^2$.

The main theorem, `secular_det_neg_kappa`, places the exceptional energies in a set of two square roots. The complement of a finite set of reals is dense, and `Continuous.ext_on` extends the equality from there to every energy.

`secular_mulVec_eq_zero` translates between $A(\kappa)v=0$ and the generalised eigenvalue equation. With it, `spurious_root` states that a nonzero solution exists at energy $E$ for $\kappa$ exactly when one exists for $-\kappa$. `spurious_partner` states that $Tv$ is such a solution when $\Delta(E)\neq0$.

## Any matrices S, R and D, but one basis and a pure Coulomb field

The theorems hold for any finite number of basis functions and all real $c$, $Z$, $\kappa$ and $E$. They require neither symmetry of $S$ and $R$ nor antisymmetry of $D$, so quadrature errors in these matrices, though they shift the roots, do not break the equality as long as the same three matrices are used in every block and for both signs of $\kappa$. Rounding in the eigenvalue solver is not modelled.

No theorem identifies a root as 1s, bounds its error or describes the basis-set limit. That reading comes from applying the result at $\kappa=-1$ to the root that a code assigns to 1s. `spurious_root` concerns the existence of solutions and does not count degeneracies.

The explicit partner needs some care at the exceptional energies, where $\Delta(E)=0$. For $|\kappa|=1$ and $0<Z<c$ the positive one is $c\sqrt{c^2-Z^2}$, which is the exact 1s energy. If a basis reproduces that energy exactly, `spurious_root` still gives a solution at the opposite $\kappa$, but `spurious_partner` no longer guarantees that $Tv$ is nonzero.

The matrix $R$ serves both as the nuclear attraction and as the $\kappa/r$ term. A finite nucleus or a screened potential would put a different matrix in the diagonal blocks, and the theorems do not cover that case. The same is true of $\kappa$-dependent boundary terms added to the matrices.

A wider model would give $P$ and $Q$ separate bases, as kinetic balance does, and the identity can then fail. With one real function $f$ for $P$ and one real function $g$ for $Q$, both vanishing at the ends of the radial range, let $\rho=\langle f|1/r|g\rangle$ and $\delta=\langle f|d/dr|g\rangle$. Integration by parts makes both off-diagonal entries $c(\kappa\rho-\delta)$. With $f$ and $g$ held fixed, the determinants at $\kappa$ and $-\kappa$ differ by $4c^2\kappa\rho\delta$, which is nonzero unless $\kappa$, $\rho$ or $\delta$ vanishes (for $c\neq0$). With $g=f$, $\delta=0$ and the equality returns.
